# Derivative of √(1 − z²) for real z with z² < 1

The lemma says that, for a real number z with z² < 1, the function x ↦ √(1 − x²) has derivative −z/√(1 − z²) at x = z. The strict bound keeps the quantity under the root positive, away from the end points z = ±1. The docstring calls z the imbalance and the root the hopping amplitude, but these are only labels here: the statement is real calculus, with no Hamiltonian or quantum state, and the root is not the hopping parameter t of a Hubbard Hamiltonian. The attempt first differentiates 1 − x², then applies the chain rule for the square root, and finally simplifies the resulting fraction with `ring`.

As first written in Lean, the proof fails:

```lean
import Mathlib

open Complex (I)

namespace HubbardDimerInstability

noncomputable section

/-- Derivative of the hopping amplitude `√(1 - z²)` with respect to the imbalance. -/
theorem hasDerivAt_hopping {z : ℝ} (hz : z ^ 2 < 1) :
    HasDerivAt (fun x : ℝ => √(1 - x ^ 2)) (-z / √(1 - z ^ 2)) z := by
  have h1 : HasDerivAt (fun x : ℝ => 1 - x ^ 2) (-(2 * z)) z := by
    simpa using (hasDerivAt_pow 2 z).const_sub 1
  have h2 := h1.sqrt (by linarith : 1 - z ^ 2 ≠ 0 ∨ True |>.elim (fun h => h) (fun _ => by
    exact (sub_pos.2 hz).ne'))
  refine h2.congr_deriv ?_
  ring

end

end HubbardDimerInstability
```

The compiler's answer:

```
Main.lean:14:36: error(lean.invalidField): Invalid field notation: Field projection operates on types of the form `C ...` where C is a constant. The expression
  1 - z ^ 2 ≠ 0 ∨ True
has type `Prop` which does not have the necessary form.
Main.lean:14:25: error: linarith failed to find a contradiction
z : ℝ
hz : z ^ 2 < 1
h1 : HasDerivAt (fun x => 1 - x ^ 2) (-(2 * z)) z
⊢ False
failed
```

Diagnosis. The rule `h1.sqrt` needs a proof that `1 - z ^ 2 ≠ 0`. The attempt offers `by linarith` with a type written after the colon, but that type is malformed: `|>.elim` is applied to `1 - z ^ 2 ≠ 0 ∨ True` itself. This is a proposition, not a proof of one, so its type is `Prop`, and Lean has no field `.elim` to look up there. That is the first message.

The second comes from `linarith`, left without a usable statement to prove. It looks for a contradiction among the hypotheses, as the goal `False` shows, and there is none, since `z ^ 2 < 1` is perfectly consistent.

The repair drops the ascription and `linarith` and passes the proof directly. From `hz`, `sub_pos.2 hz` gives `0 < 1 - z ^ 2`, and `.ne'` turns this into `1 - z ^ 2 ≠ 0`, exactly what the rule needs. The same term already stood in the attempt, buried inside the malformed type.

This version goes through:

```diff
@@ -12,6 +12,5 @@
   have h1 : HasDerivAt (fun x : ℝ => 1 - x ^ 2) (-(2 * z)) z := by
     simpa using (hasDerivAt_pow 2 z).const_sub 1
-  have h2 := h1.sqrt (by linarith : 1 - z ^ 2 ≠ 0 ∨ True |>.elim (fun h => h) (fun _ => by
-    exact (sub_pos.2 hz).ne'))
+  have h2 := h1.sqrt (sub_pos.2 hz).ne'
   refine h2.congr_deriv ?_
   ring
```
